# For a nonnegative integrable density on the line, the charge in a fixed box centred on the scaling origin never decreases under compression and runs from 0 to the particle number

Suppose a density n on the line is stretched or compressed by a factor l > 0, while every integral is still taken over the same simulation box [-L, L]. The scaled density

n_l(x) = l n(l x)

has the same total particle number for every l, but its integral over the box generally does not. Anyone who takes the box integral for the particle number can mistake lost charge for a scaling property of whatever is being computed. The theorems below say how the captured charge depends on l. Of two further bounds, one limits the missing charge from above and the other limits the captured charge from above.

## The scaled density and its charge in the box

```lean
import Mathlib

open MeasureTheory Filter Topology

namespace BoxCapturedDensity

noncomputable section
```

The file loads the mathematical library Mathlib and opens the parts on integration and limits, so that their names can be written in short form.

```lean
/-- The uniformly scaled density `n_l(x) = l n(l x)` on the line. -/
def scaledDensity (n : ℝ → ℝ) (l : ℝ) (x : ℝ) : ℝ := l * n (l * x)
```

`ℝ → ℝ` is the type of real functions of a real variable. `scaledDensity n l x` is l n(l x). Values l > 1 compress the density towards the origin, and values l < 1 spread it out. The prefactor l is the one-dimensional normalisation.

```lean
/-- The charge of the scaled density `n_l` inside the fixed box `[-L, L]`. -/
def boxCharge (n : ℝ → ℝ) (L l : ℝ) : ℝ := ∫ x in (-L)..L, scaledDensity n l x
```

`boxCharge n L l` is the captured charge, written Q(l) from here on:

Q(l) = ∫ from -L to L of l n(l x) dx.

"Charge" means particle number, with no factor of the electron charge. The box only limits the range of integration: n is a given function, and no wall acts back on it. The box is centred on the origin, which is also the fixed point of the scaling.

## Conserved total, moving window

```lean
/-- Coordinate scaling with `l > 0` preserves the total particle number. -/
theorem integral_scaledDensity (n : ℝ → ℝ) {l : ℝ} (hl : 0 < l) :
    ∫ x, scaledDensity n l x = ∫ x, n x := by
  unfold scaledDensity
  rw [integral_const_mul, Measure.integral_comp_mul_left n l,
    abs_of_pos (inv_pos.mpr hl), smul_eq_mul, ← mul_assoc,
    mul_inv_cancel₀ hl.ne', one_mul]
```

An integral without limits runs over the whole line. With y = l x and dy = l dx,

∫ l n(l x) dx = ∫ n(y) dy.

The hypothesis `hl : 0 < l` is a named assumption that the proof can use. The `rw` line rewrites the left side step by step: it takes l out of the integral, changes variables at the cost of a factor |1/l|, and cancels. Lean gives a non-integrable function the integral 0, which is why this statement and some later ones need no integrability hypothesis.

```lean
/-- The charge of the scaled density in the box `[-L, L]` is the charge of the
unscaled density in the box `[-l L, l L]`. -/
theorem boxCharge_eq_window (n : ℝ → ℝ) (L l : ℝ) :
    boxCharge n L l = ∫ x in (-(l * L))..(l * L), n x := by
  have h := intervalIntegral.smul_integral_comp_mul_left (a := -L) (b := L) n l
  unfold boxCharge scaledDensity
  rw [intervalIntegral.integral_const_mul]
  rw [smul_eq_mul, mul_neg] at h
  exact h
```

The same substitution on the box moves the limits as well:

Q(l) = ∫ from -lL to lL of n(y) dy.

Compressing the density in a fixed box is therefore equivalent to enlarging the box around a fixed density. The proof takes the substitution rule from Mathlib as `h`, pulls the constant l out of the integral, and matches the two. All later results on Q start from this identity.

## Monotonicity and the two limits

```lean
/-- For a nonnegative integrable density the captured charge never decreases
when the density is compressed. -/
theorem boxCharge_monotoneOn {n : ℝ → ℝ} (hn : Integrable n) (hpos : ∀ x, 0 ≤ n x)
    {L : ℝ} (hL : 0 < L) : MonotoneOn (boxCharge n L) (Set.Ioi 0) := by
  intro l hl m _ hlm
  have hl' : 0 < l := hl
  have h1 : l * L ≤ m * L := mul_le_mul_of_nonneg_right hlm hL.le
  have h2 : 0 < l * L := mul_pos hl' hL
  rw [boxCharge_eq_window, boxCharge_eq_window]
  -- the windows are nested and the density is nonnegative
  exact intervalIntegral.integral_mono_interval (by linarith) (by linarith) h1
    (Eventually.of_forall hpos) hn.intervalIntegrable
```

`Integrable n` says that n has a finite integral in the absolute sense, and `hpos` says n(x) ≥ 0 for all x. `Set.Ioi 0` is the open half-line l > 0, and `MonotoneOn` means non-decreasing there, not strictly increasing.

By hand, take 0 < l ≤ m. Then lL ≤ mL, the smaller window lies inside the larger one, and

Q(m) - Q(l) = ∫ over lL < |y| ≤ mL of n(y) dy ≥ 0.

In Lean, `intro` names l, m and the inequality between them, `h1` and `h2` order the endpoints, and `integral_mono_interval` compares the integrals over nested intervals.

Nonnegativity is needed here. Let n = 1 for |x| ≤ 1, n = -1 for 1 < |x| ≤ 2, and n = 0 elsewhere, with L = 1. Then Q(1) = 2 but Q(2) = 2 - 2 = 0. A density difference, which may change sign, can behave in this way.

```lean
/-- As `l` tends to infinity, the charge captured by the box tends to the integral of `n` over the
whole line. -/
theorem boxCharge_tendsto_atTop {n : ℝ → ℝ} (hn : Integrable n) {L : ℝ} (hL : 0 < L) :
    Tendsto (boxCharge n L) atTop (𝓝 (∫ x, n x)) := by
  have hb : Tendsto (fun l : ℝ => l * L) atTop atTop := tendsto_id.atTop_mul_const hL
  have ha : Tendsto (fun l : ℝ => -(l * L)) atTop atBot :=
    tendsto_neg_atTop_atBot.comp hb
  exact (intervalIntegral_tendsto_integral hn ha hb).congr
    (fun l => (boxCharge_eq_window n L l).symm)
```

`Tendsto f atTop (𝓝 a)` reads "f(l) tends to a as l → ∞". The claim is

Q(l) → ∫ n(y) dy as l → ∞.

By hand, the missing part is the integral of n over |y| > lL. Since n is integrable and L > 0, this tail goes to zero as the window grows to cover the line. The proof records that the upper endpoint goes to +∞ (`hb`) and the lower one to -∞ (`ha`), applies Mathlib's theorem on integrals over growing intervals, and returns to `boxCharge` through the window identity. The sign of n plays no role.

```lean
/-- Under extreme dilation the charge captured by the box tends to zero. -/
theorem boxCharge_tendsto_zero {n : ℝ → ℝ} (hn : Integrable n) (L : ℝ) :
    Tendsto (boxCharge n L) (𝓝[>] 0) (𝓝 0) := by
  have hF : Continuous (fun b : ℝ => ∫ x in (0 : ℝ)..b, n x) :=
    intervalIntegral.continuous_primitive (fun _ _ => hn.intervalIntegrable) 0
  -- write the window integral as a difference of two primitives
  have heq : boxCharge n L = fun l : ℝ =>
      (∫ x in (0 : ℝ)..(l * L), n x) - ∫ x in (0 : ℝ)..(-(l * L)), n x := by
    funext l
    rw [boxCharge_eq_window]
    exact (intervalIntegral.integral_interval_sub_left
      hn.intervalIntegrable hn.intervalIntegrable).symm
  have hc : Continuous (boxCharge n L) := by
    rw [heq]
    exact (hF.comp (continuous_id.mul continuous_const)).sub
      (hF.comp (continuous_id.mul continuous_const).neg)
  have h0 : boxCharge n L 0 = 0 := by
    rw [boxCharge_eq_window]
    simp
  have ht := hc.tendsto 0
  rw [h0] at ht
  exact ht.mono_left nhdsWithin_le_nhds
```

The symbol `𝓝[>] 0` means that l approaches 0 from above. Define the primitive

F(b) = ∫ from 0 to b of n(y) dy.

Then Q(l) = F(lL) - F(-lL). The primitive of an integrable function is continuous, even where n itself jumps or diverges, so Q is continuous in l. At l = 0 both terms equal F(0) = 0, and hence Q(l) → 0.

The Lean steps follow this order: `hF` is the continuity of F, `heq` the difference formula, `hc` the continuity of Q, and `h0` its value at zero. The last line restricts the two-sided limit to positive l.

The limit depends on describing the density by a function. If the charge distribution were modelled as a finite measure, point charges would be allowed. A point charge at the origin stays in the box under every scaling, and the dilation limit would be the charge sitting at x = 0 instead of zero. Monotonicity and the compression limit would survive.

```lean
/-- For a nonnegative integrable density, the charge captured by a fixed box is monotone
in the scaling parameter `l > 0`, tends to the total particle number as `l` grows, and
tends to zero as `l` tends to zero from above. -/
theorem captured_charge_under_scaling {n : ℝ → ℝ} (hn : Integrable n)
    (hpos : ∀ x, 0 ≤ n x) {L : ℝ} (hL : 0 < L) :
    MonotoneOn (boxCharge n L) (Set.Ioi 0) ∧
      Tendsto (boxCharge n L) atTop (𝓝 (∫ x, n x)) ∧
      Tendsto (boxCharge n L) (𝓝[>] 0) (𝓝 0) :=
  ⟨boxCharge_monotoneOn hn hpos hL, boxCharge_tendsto_atTop hn hL,
    boxCharge_tendsto_zero hn L⟩
```

The main theorem joins the three statements with `∧`, "and", for a nonnegative integrable n and L > 0. Its proof is the triple of the results above.

Coordinate scaling is used in density functional theory to state exact conditions on functionals. If such a condition is checked for a nonnegative integrable density on the line, with every integral restricted to the box [-L, L] but otherwise exact, the theorem shows that the charge included in the check tends to zero as l → 0 and to the full particle number as l → ∞. A numerical check on a grid of fixed spacing has a separate error at large l, where the compressed density becomes too narrow for the grid to resolve.

## How fast the charge is recovered or lost

```lean
/-- If a nonnegative integrable density has a finite second moment, then for `l, L > 0` the charge
missing from the box is at most the second moment divided by `(l L)^2`. -/
theorem missing_charge_le {n : ℝ → ℝ} (hn : Integrable n) (hpos : ∀ x, 0 ≤ n x)
    (h2 : Integrable (fun x => x ^ 2 * n x)) {L l : ℝ} (hL : 0 < L) (hl : 0 < l) :
    (∫ x, n x) - boxCharge n L l ≤ (∫ x, x ^ 2 * n x) / (l * L) ^ 2 := by
  have hR : 0 < l * L := mul_pos hl hL
  rw [boxCharge_eq_window]
  generalize l * L = R at hR ⊢
  have hi : Integrable ((Set.Ioc (-R) R).indicator n) := hn.indicator measurableSet_Ioc
  -- outside the window `R ^ 2 ≤ x ^ 2`, inside it the indicator term suffices
  have hpt : ∀ x, R ^ 2 * n x ≤
      x ^ 2 * n x + R ^ 2 * (Set.Ioc (-R) R).indicator n x := by
    intro x
    by_cases hx : x ∈ Set.Ioc (-R) R
    · rw [Set.indicator_of_mem hx]
      have := mul_nonneg (sq_nonneg x) (hpos x)
      linarith
    · rw [Set.indicator_of_notMem hx, mul_zero, add_zero]
      refine mul_le_mul_of_nonneg_right ?_ (hpos x)
      by_cases h : -R < x
      · have h' : R < x := by
          by_contra hc
          exact hx ⟨h, not_lt.mp hc⟩
        nlinarith
      · have h' : x ≤ -R := not_lt.mp h
        nlinarith
  have hint := integral_mono (hn.const_mul (R ^ 2)) (h2.add (hi.const_mul (R ^ 2))) hpt
  have hsum : ∫ x, (x ^ 2 * n x + R ^ 2 * (Set.Ioc (-R) R).indicator n x) =
      (∫ x, x ^ 2 * n x) + R ^ 2 * ∫ x in (-R)..R, n x := by
    rw [integral_add h2 (hi.const_mul (R ^ 2)), integral_const_mul,
      integral_indicator measurableSet_Ioc,
      intervalIntegral.integral_of_le (by linarith : -R ≤ R)]
  have hfin : R ^ 2 * ∫ x, n x ≤
      (∫ x, x ^ 2 * n x) + R ^ 2 * ∫ x in (-R)..R, n x := by
    rw [← hsum, ← integral_const_mul]
    exact hint
  rw [le_div_iff₀ (pow_pos hR 2)]
  linarith
```

The limits carry no rates, and a rate needs more information about n. The extra hypothesis `h2` says that the second moment ∫ x² n(x) dx is finite, so the density has a finite mean square extent about the origin. The bound is

∫ n - Q(l) ≤ (∫ x² n(x) dx) / (lL)².

To derive it, set R = lL and let W be the window from -R to R. At every x,

R² n(x) ≤ x² n(x) + R² 1_W(x) n(x),

where 1_W is 1 inside W and 0 outside. Inside W the last term already equals the left side, and outside W we have x² ≥ R². Integrating gives

R² ∫ n ≤ ∫ x² n + R² Q(l),

and division by R² gives the bound.

In the code, `generalize` replaces `l * L` by a single symbol R. `hpt` is the pointwise inequality, proved by cases on whether x lies in the window, which Lean takes as the half-open interval (-R, R]. `hint` integrates it, `hsum` evaluates the right side, and `hfin` is the inequality before the division.

For a density with N = ∫ n > 0 and ⟨x²⟩ = (∫ x² n) / N, the missing fraction is at most ⟨x²⟩ / (lL)². Doubling the box length divides this bound by four.

```lean
/-- If the density is nonnegative and bounded by `M`, the captured charge is at most
`2 M L l`. -/
theorem boxCharge_le_linear {n : ℝ → ℝ} {M : ℝ} (hpos : ∀ x, 0 ≤ n x)
    (hM : ∀ x, n x ≤ M) {L l : ℝ} (hL : 0 < L) (hl : 0 < l) :
    boxCharge n L l ≤ 2 * M * L * l := by
  have hR : 0 < l * L := mul_pos hl hL
  have h : ‖∫ x in (-(l * L))..(l * L), n x‖ ≤ M * |l * L - -(l * L)| := by
    apply intervalIntegral.norm_integral_le_of_norm_le_const
    intro x _
    rw [Real.norm_eq_abs, abs_of_nonneg (hpos x)]
    exact hM x
  rw [abs_of_pos (by linarith : 0 < l * L - -(l * L)), Real.norm_eq_abs] at h
  rw [boxCharge_eq_window]
  calc _ ≤ _ := le_abs_self _
    _ ≤ _ := h
    _ = 2 * M * L * l := by ring

end

end BoxCapturedDensity
```

At the other end, suppose 0 ≤ n(x) ≤ M everywhere, so that the density has no divergent peak. The window has length 2lL, and therefore

Q(l) ≤ M · 2lL = 2MLl.

Under dilation the captured charge vanishes at least linearly in l. For large l the inequality remains true but says little, because the right side grows without limit while Q(l) stays bounded for an integrable density.

The proof bounds the absolute value of the window integral by M times the window length. The `calc` block then chains the steps: the integral is at most its absolute value, that is at most the bound, and `ring` puts the bound into the form 2MLl.

```lean
#print axioms BoxCapturedDensity.integral_scaledDensity
#print axioms BoxCapturedDensity.captured_charge_under_scaling
#print axioms BoxCapturedDensity.missing_charge_le
#print axioms BoxCapturedDensity.boxCharge_le_linear
```

```
'BoxCapturedDensity.integral_scaledDensity' depends on axioms: [propext, Classical.choice, Quot.sound]
'BoxCapturedDensity.captured_charge_under_scaling' depends on axioms: [propext, Classical.choice, Quot.sound]
'BoxCapturedDensity.missing_charge_le' depends on axioms: [propext, Classical.choice, Quot.sound]
'BoxCapturedDensity.boxCharge_le_linear' depends on axioms: [propext, Classical.choice, Quot.sound]
```
